# Finite-dimensional observables commute if their commutator vanishes on all vectors orthogonal to one fixed vector

For a quantum system with a finite-dimensional state space, let `A` and `B` be observables, given as Hermitian matrices, and let `φ` be a fixed vector, which need not be normalised and may be zero. The lemma states that if the commutator C = AB − BA sends every vector orthogonal to `φ` to zero, then AB = BA. For nonzero `φ` the proof writes C as the outer product (Cφ)φ†/⟨φ|φ⟩, which must vanish because C is also anti-Hermitian and traceless. If `φ` is zero, every vector is orthogonal to it, so C annihilates each basis vector and all its columns are zero.

In Lean, a first try:

```lean
import Mathlib

open Matrix
open scoped ComplexOrder

namespace IncompatibleObservables

variable {n : Type*} [Fintype n] [DecidableEq n]

/-- The commutator `AB - BA` of two matrices. -/
def obsCommutator (A B : Matrix n n ℂ) : Matrix n n ℂ := A * B - B * A

omit [DecidableEq n] in
/-- The commutator of two Hermitian matrices is anti-Hermitian. -/
theorem commutator_antiHermitian {A B : Matrix n n ℂ}
    (hA : A.IsHermitian) (hB : B.IsHermitian) :
    (obsCommutator A B)ᴴ = -obsCommutator A B := by
  rw [obsCommutator, conjTranspose_sub, conjTranspose_mul, conjTranspose_mul,
    hA.eq, hB.eq, neg_sub]

omit [DecidableEq n] in
/-- The commutator of two matrices has zero trace. -/
theorem commutator_traceless (A B : Matrix n n ℂ) :
    (obsCommutator A B).trace = 0 := by
  rw [obsCommutator, trace_sub, trace_mul_comm A B, sub_self]

/-- Acting on a basis vector gives the corresponding column of the matrix. -/
private lemma column_entry (C : Matrix n n ℂ) (i j : n) :
    (C *ᵥ (Pi.single j 1 : n → ℂ)) i = C i j := by
  simp [Matrix.mulVec, dotProduct, Pi.single_apply]

omit [DecidableEq n] in
/-- An outer product that is anti-Hermitian and traceless vanishes. -/
theorem outer_product_eq_zero {C : Matrix n n ℂ} {u v : n → ℂ}
    (hC : C = vecMulVec u v) (hanti : Cᴴ = -C) (htr : C.trace = 0) : C = 0 := by
  have hsq : C * C = 0 := by
    subst hC
    have ht : ∑ k, u k * v k = 0 := htr
    ext i j
    rw [Matrix.mul_apply]
    simp only [vecMulVec_apply, Matrix.zero_apply]
    -- the inner sum is the trace
    calc ∑ k, u i * v k * (u k * v j) = u i * v j * ∑ k, u k * v k := by
          rw [Finset.mul_sum]
          exact Finset.sum_congr rfl fun k _ => by ring
      _ = 0 := by rw [ht, mul_zero]
  -- C†C = -C² = 0 forces C = 0
  apply Matrix.conjTranspose_mul_self_eq_zero.mp
  rw [hanti, neg_mul, hsq, neg_zero]

/-- If the commutator of two observables annihilates every vector orthogonal to one fixed
vector `φ`, then the observables commute. -/
theorem compatible_of_commutator_zero_on_orthogonal {A B : Matrix n n ℂ}
    (hA : A.IsHermitian) (hB : B.IsHermitian) (φ : n → ℂ)
    (h : ∀ ψ : n → ℂ, star φ ⬝ᵥ ψ = 0 → obsCommutator A B *ᵥ ψ = 0) :
    A * B = B * A := by
  apply sub_eq_zero.mp
  change obsCommutator A B = 0
  by_cases h0 : φ = 0
  · ext i j
    rw [← column_entry, h (Pi.single j 1) (by simp [h0])]
    rfl
  · have hs : star φ ⬝ᵥ φ ≠ 0 := fun hz => h0 (dotProduct_star_self_eq_zero.mp hz)
    refine outer_product_eq_zero (u := obsCommutator A B *ᵥ φ)
      (v := fun j => star (φ j) / (star φ ⬝ᵥ φ)) ?_
      (commutator_antiHermitian hA hB) (commutator_traceless A B)
    ext i j
    have hd : star φ ⬝ᵥ (Pi.single j 1 : n → ℂ) = star (φ j) := by
      simp [dotProduct, Pi.single_apply]
    -- remove from the basis vector its component along φ
    have h1 := h ((star φ ⬝ᵥ φ) • (Pi.single j 1 : n → ℂ) - star (φ j) • φ) (by
      rw [dotProduct_sub, dotProduct_smul, dotProduct_smul, hd, smul_eq_mul, smul_eq_mul]
      ring)
    rw [Matrix.mulVec_sub, Matrix.mulVec_smul, Matrix.mulVec_smul] at h1
    have h2 := congrFun h1 i
    simp only [Pi.sub_apply, Pi.smul_apply, smul_eq_mul, Pi.zero_apply, column_entry] at h2
    show obsCommutator A B i j =
      (obsCommutator A B *ᵥ φ) i * (star (φ j) / (star φ ⬝ᵥ φ))
    rw [← mul_div_assoc, eq_div_iff hs]
    linear_combination h2

end IncompatibleObservables
```

Compiling this gives:

```
Main.lean:61:8: error: Invalid rewrite argument: The pattern to be substituted is a metavariable (`?C ?i ?j`) in this equality
  ?C ?i ?j = (?C *ᵥ Pi.single ?j 1) ?i

Note: The target expression is not type-correct under the `implicit` transparency level, which may have triggered the failure. This is usually caused by unfolding of semireducible definitions in prior tactic steps. Use `set_option linter.tacticCheckInstances true` to investigate the source of the issue.
Full error:
  function expected
    obsCommutator A B i
```

As a diff, the version that Lean accepts:

```diff
@@ -59,6 +59,6 @@
   by_cases h0 : φ = 0
   · ext i j
-    rw [← column_entry, h (Pi.single j 1) (by simp [h0])]
-    rfl
+    have h1 := congrFun (h (Pi.single j 1) (by simp [h0])) i
+    exact (column_entry (obsCommutator A B) i j).symm.trans h1
   · have hs : star φ ⬝ᵥ φ ≠ 0 := fun hz => h0 (dotProduct_star_self_eq_zero.mp hz)
     refine outer_product_eq_zero (u := obsCommutator A B *ᵥ φ)
```

Cause. The error is in the case `φ = 0`, where the goal is that the entry of the commutator at `i`, `j` is zero. `rw [← column_entry]` uses the lemma from right to left, so the pattern to find is its right-hand side, `C i j`. No arguments were given, so this is `?C ?i ?j`, an unknown function applied to unknown arguments. With no fixed symbol at its head to search for, `rw` rejects it. The note about the target's type names only a possible trigger; the pattern is a metavariable whatever the target.

The repair does without rewriting. `congrFun` takes entry `i` of the vector equation supplied by `h`, and `column_entry`, now given the matrix and both indices, equates the matrix entry with that vector entry. `.symm.trans` chains the two equalities. The result ends in entry `i` of the zero vector, where the goal has an entry of the zero matrix; these agree by definition, so `exact` accepts it and the separate `rfl` is no longer needed.
